# The Sherman–Morrison expression built on a Penrose inverse does not invert a rank-one update of a singular matrix

Let \(A=\operatorname{diag}(1,0)\) and \(u=v=(0,1)^T\), and let \(X\) be the Penrose inverse (pseudo-inverse) of \(A\). The Sherman–Morrison expression
\[ S = X-\frac{X\,u v^T X}{d},\qquad d = 1+v^T X u, \]
has denominator \(d=1\) and value \(S=\operatorname{diag}(1,0)\), while \(A+uv^T\) is the identity matrix \(1\). Hence \((A+uv^T)S\neq 1\), although the denominator gives no warning. The inequality \((A+uv^T)S\neq 1\) holds for every singular square matrix \(A\) that has a Penrose inverse, as every real or complex matrix does, and for all vectors \(u,v\) with \(d\neq0\). In quantum Monte Carlo with a single Slater determinant of one-electron orbitals, without backflow, a one-electron move is such a rank-one change of the Slater matrix, and in exact arithmetic a pseudo-inverse substituted at a singular configuration cannot produce the inverse of the new matrix through this expression.

## From the invertible case to the singular one

Write \(W=uv^T\), \(s=v^TXu\) and \(B=A+W\). Since \(s\) is a scalar, \(WXW=u\,(v^TXu)\,v^T=sW\). For \(X=A^{-1}\) and \(d=1+s\neq0\),
\[ BS = AX+WX-d^{-1}\bigl(AXWX+WXWX\bigr)=1+WX-d^{-1}(1+s)\,WX=1, \]
where \(AX=1\) is used twice. For singular \(A\) the substitute is a matrix \(X\) obeying the four Penrose equations, with \(\dagger\) the conjugate transpose:
\[ AXA=A,\qquad XAX=X,\qquad (AX)^\dagger=AX,\qquad (XA)^\dagger=XA. \]

These equations have at most one solution. If \(Y\) is another, then
\[ AX=(AX)^\dagger=(AY\,AX)^\dagger=AX\,AY=AY,\qquad XA=(XA)^\dagger=(XA\,YA)^\dagger=YA\,XA=YA, \]
and so \(X=XAX=YAX=YAY=Y\).

For \(A=\operatorname{diag}(1,0)\) one has \(A^2=A\) and \(A^\dagger=A\), so \(X=A\) solves all four equations. With \(u=v=(0,1)^T\) this gives \(Xu=0\), hence \(d=1\) and \(S=X\). Also \(B=\operatorname{diag}(1,0)+\operatorname{diag}(0,1)=1\), so \(BS=\operatorname{diag}(1,0)\neq1\).

## Singular factor, annihilated update vector, and updates inside the range

Suppose \(\det A=0\). Then \(\det X=\det X\,\det A\,\det X=0\). For any scalar \(c\), the matrix \(X-cXWX=X(1-cWX)\) has determinant zero, and \(B(X-cXWX)=1\) would give \(0=\det 1=1\). No choice of denominator repairs the expression.

Suppose \(A^\dagger u=0\), which for real or complex matrices says that \(u\) is orthogonal to the column space of \(A\). From \(X=X(AX)=X(AX)^\dagger=XX^\dagger A^\dagger\) it follows that \(Xu=0\), so \(d=1\), \(XW=(Xu)v^T=0\) and \(S=X\). If also \(u\neq0\) and \(v\neq0\), then \(S\) is not the Penrose inverse of \(B\) either. The four equations are symmetric under exchange of the matrix and its Penrose inverse, so \(B\) and \(A\) would both be Penrose inverses of \(X\). Uniqueness gives \(W=0\), which contradicts \(u_iv_j\neq0\) for suitable indices \(i,j\).

Suppose instead \(u=Aa\) and \(v^T=b^TA\) for some vectors \(a,b\), and \(d\neq0\). Then \(AXu=AXAa=u\) and \(v^TXA=b^TAXA=v^T\), so \(AXW=W\) and \(WXA=W\). With \(c=1/d\) one has \(cs=1-c\), and
\[ BS=AX-cWX+WX-cs\,WX=AX,\qquad SB=XA+XW-cXW-cs\,XW=XA. \]
Both products are Hermitian, \(BSB=AX(A+W)=B\), and \(SBS=XA(X-cXWX)=S\). Here \(S\) is the Penrose inverse of \(B\).

## Matrices, conjugation and the update in Lean

Matrices are square, indexed by an arbitrary finite type `n`, with entries in a field `K`. Arithmetic is exact, so rounding, conditioning and near-singularity are not described.

```lean
import Mathlib

open Matrix

namespace SingularShermanMorrison

noncomputable section

variable {n K : Type*} [Fintype n] [Field K]
```

`StarRing K` supplies the conjugation, trivial on \(\mathbb R\) and the complex conjugate on \(\mathbb C\), and `ᴴ` is \(\dagger\). The fields `axa`, `xax`, `ax`, `xa` are the four equations in the order above. `IsPenrose A X` is a relation between two matrices: the general theorems assume that such an \(X\) is given, and its existence is shown only for \(\operatorname{diag}(1,0)\).

```lean
/-- `X` satisfies the four Penrose equations for `A`. -/
structure IsPenrose [StarRing K] (A X : Matrix n n K) : Prop where
  axa : A * X * A = A
  xax : X * A * X = X
  ax : (A * X)ᴴ = A * X
  xa : (X * A)ᴴ = X * A
```

The product `⬝ᵥ` is bilinear, so the denominator contains \(v^T\) without conjugation. An update \(uw^\dagger\) is covered by taking for \(v\) the componentwise conjugate of the vector \(w\).

```lean
/-- The Sherman-Morrison denominator `1 + vᵀ X u`. -/
def smDenominator (X : Matrix n n K) (u v : n → K) : K := 1 + v ⬝ᵥ X *ᵥ u
```

`vecMulVec u v` is \(W\), with entries \(u_iv_j\). The coefficient `c` is left free, and the Sherman–Morrison expression is the case \(c=d^{-1}\).

```lean
/-- The rank-one correction `X - c X u vᵀ X` with a free coefficient `c`. -/
def rankOneCorrected (X : Matrix n n K) (u v : n → K) (c : K) : Matrix n n K :=
  X - c • (X * vecMulVec u v * X)

/-- The Sherman-Morrison expression `X - X u vᵀ X / (1 + vᵀ X u)`. -/
def smFormula (X : Matrix n n K) (u v : n → K) : Matrix n n K :=
  rankOneCorrected X u v (smDenominator X u v)⁻¹
```

The example uses `Fin 2`, whose components are numbered 0 and 1. Thus \(e_1=(1,0)^T\) has its nonzero entry in component 0, and \(e_2=(0,1)^T\) in component 1.

```lean
/-- The matrix `diag(1,0)`. -/
def diagOneZero (K : Type*) [Field K] : Matrix (Fin 2) (Fin 2) K := !![1, 0; 0, 0]

/-- The vector `(1,0)ᵀ`. -/
def e₁ (K : Type*) [Field K] : Fin 2 → K := ![1, 0]

/-- The vector `(0,1)ᵀ`. -/
def e₂ (K : Type*) [Field K] : Fin 2 → K := ![0, 1]
```

## Dyad algebra and uniqueness

For any matrix \(M\), `M *ᵥ u` is \(Mu\) and `v ᵥ* M` is the row \(v^TM\). Both identities are checked entry by entry, by moving a factor through a sum.

```lean
/-- Products with a dyad: `M (u vᵀ) = (M u) vᵀ` and `(u vᵀ) M = u (vᵀ M)`. -/
theorem rankOne_mul (M : Matrix n n K) (u v : n → K) :
    M * vecMulVec u v = vecMulVec (M *ᵥ u) v ∧
      vecMulVec u v * M = vecMulVec u (v ᵥ* M) := by
  constructor
  · ext i j
    simp only [Matrix.mul_apply, vecMulVec_apply, mulVec, dotProduct, Finset.sum_mul, mul_assoc]
  · ext i j
    simp only [Matrix.mul_apply, vecMulVec_apply, vecMul, dotProduct, Finset.mul_sum, mul_assoc]
```

The relation \(WXW=sW\) follows by first writing \(XW=(Xu)v^T\) and then comparing the sums term by term.

```lean
/-- A dyad sandwich collapses to a scalar: `(u vᵀ) X (u vᵀ) = (vᵀ X u) u vᵀ`. -/
theorem rankOne_sandwich (X : Matrix n n K) (u v : n → K) :
    vecMulVec u v * X * vecMulVec u v = (v ⬝ᵥ X *ᵥ u) • vecMulVec u v := by
  rw [mul_assoc, (rankOne_mul X u v).1]
  ext i j
  simp only [Matrix.mul_apply, vecMulVec_apply, Matrix.smul_apply, smul_eq_mul, dotProduct,
    Finset.sum_mul]
  exact Finset.sum_congr rfl fun k _ => by ring
```

In the uniqueness proof `h1` is \(AX=AY\) and `h2` is \(XA=YA\), and the last chain is \(X=XAX=YAX=Y\).

```lean
variable [StarRing K]

/-- Two Penrose inverses of the same matrix coincide. -/
theorem penrose_unique {A X Y : Matrix n n K} (hX : IsPenrose A X) (hY : IsPenrose A Y) :
    X = Y := by
  -- the two projectors `A X` and `X A` do not depend on the choice
  have h1 : A * X = A * Y :=
    calc A * X = (A * X)ᴴ := hX.ax.symm
      _ = (A * Y * (A * X))ᴴ := by rw [← mul_assoc, hY.axa]
      _ = A * X * (A * Y) := by rw [conjTranspose_mul (A * Y) (A * X), hX.ax, hY.ax]
      _ = A * Y := by rw [← mul_assoc, hX.axa]
  have h0 : X * A * (Y * A) = X * A :=
    calc X * A * (Y * A) = X * (A * Y * A) := by simp only [mul_assoc]
      _ = X * A := by rw [hY.axa]
  have h2 : X * A = Y * A :=
    calc X * A = (X * A)ᴴ := hX.xa.symm
      _ = (X * A * (Y * A))ᴴ := by rw [h0]
      _ = Y * A * (X * A) := by rw [conjTranspose_mul (X * A) (Y * A), hX.xa, hY.xa]
      _ = Y * (A * X * A) := by simp only [mul_assoc]
      _ = Y * A := by rw [hX.axa]
  calc X = X * A * X := hX.xax.symm
    _ = Y * (A * X) := by rw [h2, mul_assoc]
    _ = Y := by rw [h1, ← mul_assoc, hY.xax]
```

## Two ways of failing in any dimension

The statement reads: for singular \(A\) with Penrose inverse \(X\), and all \(u\), \(v\), \(c\), the corrected matrix has determinant zero and is not a right inverse of \(A+uv^T\). The step `hdX` takes determinants in \(XAX=X\), the only Penrose equation used, and `hfac` is the factorisation \(X(1-cWX)\).

```lean
/-- If `A` is singular with Penrose inverse `X`, then `X - c X u vᵀ X` is singular for every
coefficient `c` and is not a right inverse of `A + u vᵀ`. -/
theorem corrected_singular [DecidableEq n] {A X : Matrix n n K} (hX : IsPenrose A X)
    (hA : A.det = 0) (u v : n → K) (c : K) :
    (rankOneCorrected X u v c).det = 0 ∧
      (A + vecMulVec u v) * rankOneCorrected X u v c ≠ 1 := by
  have hdX : X.det = 0 := by
    have h := congrArg det hX.xax
    rw [det_mul, det_mul, hA, mul_zero, zero_mul] at h
    exact h.symm
  -- the singular factor `X` stands on the left of the whole expression
  have hfac : rankOneCorrected X u v c = X * (1 - c • (vecMulVec u v * X)) := by
    simp only [rankOneCorrected, mul_sub, mul_one, mul_smul_comm, mul_assoc]
  have hd : (rankOneCorrected X u v c).det = 0 := by rw [hfac, det_mul, hdX, zero_mul]
  refine ⟨hd, fun h => ?_⟩
  have h' := congrArg det h
  rw [det_mul, hd, mul_zero, det_one] at h'
  exact zero_ne_one h'
```

Under `Aᴴ *ᵥ u = 0` the vector \(v\) is arbitrary. The steps `h`, `hXu` and `hW` are \(X=XX^\dagger A^\dagger\), \(Xu=0\) and \(XW=0\).

```lean
/-- If `Aᴴ u = 0` and `X` is the Penrose inverse of `A`, the denominator is one and the
Sherman-Morrison expression returns `X` unchanged. -/
theorem smFormula_of_orthogonal {A X : Matrix n n K} (hX : IsPenrose A X) {u : n → K}
    (hu : Aᴴ *ᵥ u = 0) (v : n → K) :
    smDenominator X u v = 1 ∧ smFormula X u v = X := by
  have h : X = X * Xᴴ * Aᴴ :=
    calc X = X * (A * X) := by rw [← mul_assoc, hX.xax]
      _ = X * (A * X)ᴴ := by rw [hX.ax]
      _ = X * Xᴴ * Aᴴ := by rw [conjTranspose_mul, mul_assoc]
  -- the Penrose inverse annihilates `u`
  have hXu : X *ᵥ u = 0 :=
    calc X *ᵥ u = (X * Xᴴ * Aᴴ) *ᵥ u := by rw [← h]
      _ = 0 := by rw [← mulVec_mulVec, hu, mulVec_zero]
  have hW : X * vecMulVec u v = 0 := by
    rw [(rankOne_mul X u v).1, hXu]
    ext i j
    simp [vecMulVec_apply]
  constructor
  · simp [smDenominator, hXu]
  · simp only [smFormula, rankOneCorrected, hW, zero_mul, smul_zero, sub_zero]
```

The exchange of roles appears as the permuted tuple `⟨h.xax, h.axa, h.xa, h.ax⟩`, which presents \(A+uv^T\) as a Penrose inverse of \(X\). The theorem is negative and supplies no formula for the Penrose inverse of \(A+uv^T\).

```lean
/-- If `Aᴴ u = 0` with `u` and `v` nonzero, the Sherman-Morrison expression built on the Penrose
inverse of `A` is not the Penrose inverse of `A + u vᵀ`. -/
theorem smFormula_not_penrose {A X : Matrix n n K} (hX : IsPenrose A X) {u v : n → K}
    (hu : Aᴴ *ᵥ u = 0) (hu0 : u ≠ 0) (hv0 : v ≠ 0) :
    ¬ IsPenrose (A + vecMulVec u v) (smFormula X u v) := by
  rw [(smFormula_of_orthogonal hX hu v).2]
  intro h
  -- both `A + u vᵀ` and `A` would be Penrose inverses of `X`
  have h1 : A + vecMulVec u v = A :=
    penrose_unique (A := X) ⟨h.xax, h.axa, h.xa, h.ax⟩ ⟨hX.xax, hX.axa, hX.xa, hX.ax⟩
  have h2 : vecMulVec u v = 0 := add_left_cancel (h1.trans (add_zero A).symm)
  obtain ⟨i, hi⟩ := Function.ne_iff.mp hu0
  obtain ⟨j, hj⟩ := Function.ne_iff.mp hv0
  have h3 : u i * v j = 0 := congrFun (congrFun h2 i) j
  exact mul_ne_zero hi hj h3
```

## Updates within the column and row spaces

The hypotheses `hu` and `hv` are \(u=Aa\) and \(v^T=b^TA\), and `hd` is \(d\neq0\). The conclusion concerns the Penrose inverse of \(B\). When \(A\) is singular, \(S\) remains singular and is no ordinary inverse. For invertible \(A\) both range conditions are automatic, but the classical identity \(S=B^{-1}\) is not stated as a separate theorem. In the proof `hc1` is \(cs=1-c\), while `h1`, `h2` and `hs` are \(AXW=W\), \(WXA=W\) and \(WXW=sW\). The steps `hBS` and `hSB` expand the two products, and `module` cancels the coefficients \(-c+1-(1-c)\). The four final goals are the Penrose equations for \(B\) and \(S\).

```lean
/-- If `u` lies in the column space and `vᵀ` in the row space of `A` and the denominator is
nonzero, the expression built on the Penrose inverse of `A` is that of `A + u vᵀ`. -/
theorem smFormula_penrose_of_range {A X : Matrix n n K} (hX : IsPenrose A X) {u v : n → K}
    (hu : ∃ a, A *ᵥ a = u) (hv : ∃ b, b ᵥ* A = v) (hd : smDenominator X u v ≠ 0) :
    IsPenrose (A + vecMulVec u v) (smFormula X u v) := by
  obtain ⟨a, ha⟩ := hu
  obtain ⟨b, hb⟩ := hv
  have hu' : (A * X) *ᵥ u = u := by rw [← ha, mulVec_mulVec, hX.axa]
  have hv' : v ᵥ* (X * A) = v := by rw [← hb, vecMul_vecMul, ← mul_assoc, hX.axa]
  obtain ⟨W, hW⟩ : ∃ W, W = vecMulVec u v := ⟨_, rfl⟩
  obtain ⟨c, hc⟩ : ∃ c, c = (smDenominator X u v)⁻¹ := ⟨_, rfl⟩
  have hc0 : c * (1 + v ⬝ᵥ X *ᵥ u) = 1 := by rw [hc]; exact inv_mul_cancel₀ hd
  have hc1 : c * (v ⬝ᵥ X *ᵥ u) = 1 - c := by linear_combination hc0
  have hS : smFormula X u v = X - c • (X * W * X) := by rw [hW, hc]; rfl
  have h1 : A * X * W = W := by rw [hW, (rankOne_mul (A * X) u v).1, hu']
  have h2 : W * (X * A) = W := by rw [hW, (rankOne_mul (X * A) u v).2, hv']
  have hs : W * X * W = (v ⬝ᵥ X *ᵥ u) • W := by rw [hW]; exact rankOne_sandwich X u v
  rw [hS, ← hW]
  -- the update leaves both projectors unchanged
  have hBS : (A + W) * (X - c • (X * W * X)) = A * X :=
    calc (A + W) * (X - c • (X * W * X))
        = A * X - c • (A * X * W * X) + W * X - c • (W * X * W * X) := by
          simp only [add_mul, mul_sub, mul_smul_comm, mul_assoc, smul_add]; abel
      _ = A * X := by rw [h1, hs, smul_mul_assoc, smul_smul, hc1]; module
  have hSB : (X - c • (X * W * X)) * (A + W) = X * A :=
    calc (X - c • (X * W * X)) * (A + W)
        = X * A + X * W - c • (X * (W * (X * A))) - c • (X * (W * X * W)) := by
          simp only [mul_add, sub_mul, smul_mul_assoc, mul_assoc]; abel
      _ = X * A := by rw [h2, hs, mul_smul_comm, smul_smul, hc1]; module
  have h3 : X * A * (X * W * X) = X * W * X :=
    calc X * A * (X * W * X) = X * A * X * W * X := by simp only [mul_assoc]
      _ = X * W * X := by rw [hX.xax]
  refine ⟨?_, ?_, ?_, ?_⟩
  · rw [hBS, mul_add, hX.axa, h1]
  · rw [hSB, mul_sub, mul_smul_comm, h3, hX.xax]
  · rw [hBS]; exact hX.ax
  · rw [hSB]; exact hX.xa
```

## The two-dimensional examples

Idempotence and Hermiticity, checked on the four entries, reduce every Penrose equation for \(X=A\) to an identity.

```lean
/-- The matrix `diag(1,0)` is idempotent, singular and its own Penrose inverse. -/
theorem diagOneZero_penrose :
    diagOneZero K * diagOneZero K = diagOneZero K ∧ (diagOneZero K).det = 0 ∧
      IsPenrose (diagOneZero K) (diagOneZero K) := by
  have h1 : diagOneZero K * diagOneZero K = diagOneZero K := by
    ext i j
    fin_cases i <;> fin_cases j <;> simp [diagOneZero, Matrix.mul_apply, Fin.sum_univ_two]
  have h2 : (diagOneZero K)ᴴ = diagOneZero K := by
    ext i j
    fin_cases i <;> fin_cases j <;> simp [diagOneZero, conjTranspose_apply]
  refine ⟨h1, by simp [diagOneZero, det_fin_two], ?_⟩
  exact ⟨by rw [h1, h1], by rw [h1, h1], by rw [h1, h2], by rw [h1, h2]⟩
```

The main theorem holds over every field with conjugation and takes any \(X\) satisfying the Penrose equations for \(\operatorname{diag}(1,0)\); the preceding theorem shows that one exists. Its four conclusions are \(d=1\), \(S=\operatorname{diag}(1,0)\), \(A+e_2e_2^T=1\) and \((A+e_2e_2^T)S\neq1\). The proof verifies \(A^\dagger e_2=0\), obtains \(d=1\) and \(S=X\) from `smFormula_of_orthogonal`, identifies \(X\) by `penrose_unique`, and takes the inequality from `corrected_singular`.

```lean
/-- For `A = diag(1,0)`, `u = v = (0,1)ᵀ` and `X` the Penrose inverse of `A`, the denominator is
one and the expression is `diag(1,0)`, while `A + u vᵀ` is the identity, which it does not
invert. -/
theorem singular_shermanMorrison_failure {X : Matrix (Fin 2) (Fin 2) K}
    (hX : IsPenrose (diagOneZero K) X) :
    smDenominator X (e₂ K) (e₂ K) = 1 ∧ smFormula X (e₂ K) (e₂ K) = diagOneZero K ∧
      diagOneZero K + vecMulVec (e₂ K) (e₂ K) = 1 ∧
      (diagOneZero K + vecMulVec (e₂ K) (e₂ K)) * smFormula X (e₂ K) (e₂ K) ≠ 1 := by
  obtain ⟨-, hdet, hP⟩ := diagOneZero_penrose (K := K)
  have hu : (diagOneZero K)ᴴ *ᵥ e₂ K = 0 := by
    ext i
    fin_cases i <;>
      simp [diagOneZero, e₂, mulVec, dotProduct, Fin.sum_univ_two, conjTranspose_apply]
  obtain ⟨h1, h2⟩ := smFormula_of_orthogonal hX hu (e₂ K)
  refine ⟨h1, h2.trans (penrose_unique hX hP), ?_, (corrected_singular hX hdet _ _ _).2⟩
  ext i j
  fin_cases i <;> fin_cases j <;> simp [diagOneZero, e₂]
```

With the same real \(A\) and \(u=v=e_1\), the range conditions hold with \(a=b=e_1\), the denominator is \(2\), and \(S=A-\tfrac12A=\operatorname{diag}(\tfrac12,0)\), as expected for \(B=\operatorname{diag}(2,0)\).

```lean
/-- For real `A = diag(1,0)` and `u = v = (1,0)ᵀ`, `u` is in the column space, `vᵀ` in the row
space, the denominator is two, and the expression is `diag(1/2,0)`. -/
theorem smFormula_penrose_of_range_witness :
    IsPenrose (diagOneZero ℝ) (diagOneZero ℝ) ∧ diagOneZero ℝ *ᵥ e₁ ℝ = e₁ ℝ ∧
      e₁ ℝ ᵥ* diagOneZero ℝ = e₁ ℝ ∧ smDenominator (diagOneZero ℝ) (e₁ ℝ) (e₁ ℝ) = 2 ∧
      smFormula (diagOneZero ℝ) (e₁ ℝ) (e₁ ℝ) = (1 / 2 : ℝ) • diagOneZero ℝ := by
  obtain ⟨hA, -, hP⟩ := diagOneZero_penrose (K := ℝ)
  have h1 : diagOneZero ℝ *ᵥ e₁ ℝ = e₁ ℝ := by
    ext i
    fin_cases i <;> simp [diagOneZero, e₁, mulVec, dotProduct, Fin.sum_univ_two]
  have h2 : e₁ ℝ ᵥ* diagOneZero ℝ = e₁ ℝ := by
    ext i
    fin_cases i <;> simp [diagOneZero, e₁, vecMul, dotProduct, Fin.sum_univ_two]
  have hd : smDenominator (diagOneZero ℝ) (e₁ ℝ) (e₁ ℝ) = 2 := by
    rw [smDenominator, h1]
    norm_num [e₁, dotProduct, Fin.sum_univ_two]
  have hW : vecMulVec (e₁ ℝ) (e₁ ℝ) = diagOneZero ℝ := by
    ext i j
    fin_cases i <;> fin_cases j <;> simp [diagOneZero, e₁, vecMulVec_apply]
  refine ⟨hP, h1, h2, hd, ?_⟩
  rw [smFormula, rankOneCorrected, hd, hW, hA, hA]
  module

end

end SingularShermanMorrison
```

```lean
#print axioms SingularShermanMorrison.smFormula_not_penrose
#print axioms SingularShermanMorrison.smFormula_penrose_of_range
#print axioms SingularShermanMorrison.singular_shermanMorrison_failure
```

```
'SingularShermanMorrison.smFormula_not_penrose' depends on axioms: [propext, Classical.choice, Quot.sound]
'SingularShermanMorrison.smFormula_penrose_of_range' depends on axioms: [propext, Classical.choice, Quot.sound]
'SingularShermanMorrison.singular_shermanMorrison_failure' depends on axioms: [propext, Classical.choice, Quot.sound]
```

## Each hypothesis of the range theorem removed in turn

The examples and remarks from here on are ordinary arithmetic and commentary, not Lean theorems. Take real \(A=X=\operatorname{diag}(1,0)\) and keep two of the three hypotheses `hu`, `hv`, `hd`.

For \(u=e_2\), \(v=e_1\), only `hu` is violated. Here \(d=1\), \(S=X\), and \(BS=\begin{pmatrix}1&0\\1&0\end{pmatrix}\) is not Hermitian. For \(u=e_1\), \(v=e_2\), only `hv` is violated. Again \(d=1\) and \(S=X\), and now \(SB=\begin{pmatrix}1&1\\0&0\end{pmatrix}\) is not Hermitian. For \(u=e_1\), \(v=-e_1\), the denominator and \(B\) both vanish; Lean's convention \(0^{-1}=0\) makes `smFormula` return \(X\), and \(SBS=0\neq S\).

## The update of a Slater matrix in a program

Let the row \(k\) of a Slater matrix hold the orbital values at electron \(k\). A move of that electron is the update with \(u\) the \(k\)-th unit vector and \(v\) the new row minus the old one. Consider a simplified update routine, not a description of general practice: it stores \(X\), forms \(w=Xu\), \(z^T=v^TX\) and \(d=1+v^Tw\), tests \(|d|\) against a small threshold, and overwrites \(X\) by \(X-wz^T/d\). The acceptance step is left out. In Metropolis sampling of the squared modulus of a single-determinant wave function the determinant ratio enters the acceptance probability, and a move to a configuration with a singular Slater matrix, where the wave function vanishes, is not accepted; a singular \(A\) is therefore an exceptional starting point rather than a state reached by accepted moves. For invertible \(A\) and \(X=A^{-1}\), the number \(d\) equals the ratio \(\det B/\det A\), so the test detects a singular \(B\). With a Penrose inverse of a singular \(A\) this ratio is undefined and \(d\) loses that meaning. The example \(u=v=e_2\) replaces the zero second row by \((0,1)\), passes the test with \(d=1\), and leaves the stored matrix unchanged.

A pseudo-inverse routine that sets small singular values to zero returns the Penrose inverse of the truncated, singular matrix, so the updated \(X\) is singular in that situation too. The residual \(BS-1\), which is \(\operatorname{diag}(0,-1)\) in the example, exposes the error, and a fresh factorisation of \(B\) avoids it whenever \(B\) is invertible.
